# The bulk modulus from the first two derivatives of the energy with respect to a length

The theorem `bulkModulus_eq` concerns a system with volume per particle V = w r^d, where r is a length and w and d are positive real numbers, and with an energy e(r) whose pressure is −de/dV. It states that at r > 0 the bulk modulus −V dP/dV equals (r² e″ − (d − 1) r e′)/(d² V), provided e′ is differentiable at r. The point r need not be an equilibrium, so the term in e′ stays. The proof differentiates the pressure by the quotient rule, puts the result into the definition of the bulk modulus, and writes the powers of r that occur in terms of r^d. What is left is an algebraic identity, which the attempt hands to `field_simp` and then `ring`.

The failing Lean file:

```lean
import Mathlib

open Filter Topology

namespace BulkModulusEq

noncomputable section

/-- Volume per particle `w r^d` in dimension `d`, with geometric prefactor `w`. -/
def volume (w d r : ℝ) : ℝ := w * r ^ d

/-- Pressure `-de/dV`, written with derivatives in `r`, for `r > 0` and `w, d ≠ 0`. -/
def pressure (w d : ℝ) (e : ℝ → ℝ) (r : ℝ) : ℝ :=
  -(deriv e r / deriv (volume w d) r)

/-- Bulk modulus `-V dP/dV`, written with derivatives in `r`, for `r > 0` and `w, d ≠ 0`. -/
def bulkModulus (w d : ℝ) (e : ℝ → ℝ) (r : ℝ) : ℝ :=
  -(volume w d r * deriv (pressure w d e) r / deriv (volume w d) r)

/-- For `w, d, r > 0` and an energy `e` whose derivative is differentiable at `r`, the bulk
modulus is `r² e'' - (d-1) r e'` divided by `d²` times the volume per particle. -/
theorem bulkModulus_eq {w d r : ℝ} {e : ℝ → ℝ} (hw : 0 < w) (hd : 0 < d) (hr : 0 < r)
    (he : DifferentiableAt ℝ (deriv e) r) :
    bulkModulus w d e r =
      (r ^ 2 * deriv (deriv e) r - (d - 1) * r * deriv e r) / (d ^ 2 * volume w d r) := by
  have hV : ∀ x : ℝ, 0 < x → deriv (volume w d) x = w * (d * x ^ (d - 1)) := fun x hx =>
    ((Real.hasDerivAt_rpow_const (p := d) (Or.inl hx.ne')).const_mul w).deriv
  have hne : w * (d * r ^ (d - 1)) ≠ 0 :=
    (mul_pos hw (mul_pos hd (Real.rpow_pos_of_pos hr _))).ne'
  -- differentiate the pressure by the quotient rule
  have hD := ((Real.hasDerivAt_rpow_const (p := d - 1) (Or.inl hr.ne')).const_mul d).const_mul w
  have hP := (he.hasDerivAt.fun_div hD hne).fun_neg
  have hP' := hP.congr_of_eventuallyEq (f₁ := pressure w d e) (by
    filter_upwards [Ioi_mem_nhds hr] with x hx
    simp only [pressure, hV x hx])
  unfold bulkModulus
  rw [hP'.deriv, hV r hr]
  unfold volume
  rw [Real.rpow_sub_one hr.ne' (d - 1), Real.rpow_sub_one hr.ne' d]
  have hy : 0 < r ^ d := Real.rpow_pos_of_pos hr d
  generalize r ^ d = y at hy ⊢
  field_simp
  ring

end

end BulkModulusEq
```

The error:

```
Main.lean:43:2: error: No goals to be solved
```

Cause. The message "No goals to be solved" points to the last line of the proof, the call to `ring`. It means that the proof was already complete when Lean reached that line. `field_simp` clears denominators and cancels common factors, and in doing so it brings both sides of an equation to a normal form. Here that was enough to make the two sides agree, so `field_simp` closed the goal itself. `ring` needs a goal to work on, and with none left it raises an error.

The repair deletes `ring`, and the proof now ends with `field_simp`. The statement and the rest of the argument are unchanged.

This version goes through:

```diff
@@ -41,5 +41,4 @@
   generalize r ^ d = y at hy ⊢
   field_simp
-  ring
 
 end
```
